# For a positive definite kernel matrix and nonzero data, the Gaussian-process training residual grows strictly with the noise variance

## Kernel matrix, weights and residual

Suppose that a Gaussian-process potential is fitted to finitely many reference energies alone, without forces and without a sparse approximation. The energies are collected in a vector $y$ after subtraction of the prior mean. The kernel matrix $K$ holds the prior covariances between the training energies, and $v>0$ is the variance of independent noise on each of them. Textbooks often write $\sigma^2$ for $v$ and $\alpha$ for the weights

$$a(v)=(K+vI)^{-1}y .$$

The predicted mean at the training inputs, again with the prior mean subtracted, is $Ka(v)$, so the residual norm is $R(v)=\|y-Ka(v)\|$, with the Euclidean norm. How does the misfit respond when $v$ is changed and $K$ is kept fixed?

## Monotonicity, limits and a unique noise level

Let $K$ be real, symmetric and positive definite, and let $y\neq0$. Then $R$ is strictly increasing on $v>0$, with $R(v)\to0$ as $v\to0^+$ and $R(v)\to\|y\|$ as $v\to\infty$. For each $\delta$ with $0<\delta<\|y\|$, exactly one $v>0$ gives $R(v)=\delta$.

Positive definiteness means that no nontrivial linear combination of the training energies has zero prior variance. It is assumed of $K$, not derived from a particular kernel.

When a potential is fitted to electronic-structure energies with fixed $K$ and a single noise variance, a prescribed training misfit in this range therefore determines $v$. Refitting the kernel's length scale along with $v$ changes $K$, and the hypotheses do not cover that step.

## The residual as noise variance times weights

For $x\ne0$, $x\cdot(K+vI)x\ge v\|x\|^2>0$, so $K+vI$ is nonsingular. Hence $Ka+va=y$, the residual is $va$, and $R(v)=v\|a\|$.

## Comparing two noise levels

Take $0<v<w$ with weights $a$ and $b$, and put $d=K(a-b)$. Subtracting the two regression equations gives

$$wb=d+va,\qquad (w-v)a=d+w(a-b).$$

If $d=0$, applying $K$ to the second equation gives $(w-v)Ka=wd=0$. Then $Ka=0$, so $y=va$ and $Ky=0$, which contradicts $y\cdot Ky>0$. So $d\neq0$, and

$$(w-v)\,d\cdot a=\|d\|^2+w\,(a-b)\cdot K(a-b)>0 .$$

Therefore

$$R(w)^2=\|d\|^2+2v\,d\cdot a+v^2\|a\|^2>R(v)^2 .$$

## Small and large noise

Let $z=K^{-1}y$. Then $K(z-a)=va$, and positivity of $K$ gives $0\le v(z-a)\cdot a$, so $\|a\|^2\le z\cdot a$. Since $2z\cdot a\le\|z\|^2+\|a\|^2$, we get $\|a\|\le\|z\|$ and $R(v)\le v\|z\|\to0$.

For large $v$,

$$\|y\|^2=\|Ka\|^2+2v\,a\cdot Ka+v^2\|a\|^2\ge R(v)^2 .$$

Taking the dot product of $Ka+va=y$ with $y$, and using symmetry and Cauchy–Schwarz,

$$\|y\|^2=a\cdot Ky+v\,a\cdot y\le\frac{\|y\|\,\|Ky\|}{v}+R(v)\|y\| .$$

Division by $\|y\|$ gives $\|y\|-\|Ky\|/v\le R(v)\le\|y\|$, hence the limit.

Finally, $R$ is continuous on $v>0$, because the entries of $(K+vI)^{-1}$ are rational functions of $v$ with nonzero denominator. The limits supply values below and above $\delta$, the intermediate value theorem gives a solution, and strict monotonicity makes it unique.

## Conflicting labels on duplicate configurations

Positive semidefiniteness with $K\ne0$ and $y\ne0$ is not enough. Let

$$K=\begin{pmatrix}1&1\\1&1\end{pmatrix},\qquad y=\begin{pmatrix}1\\-1\end{pmatrix},$$

as for one configuration entered twice with different energies. Then $Ky=0$, $a=y/v$ and $R(v)=\sqrt2$ for every $v>0$: both the strict increase and the zero limit fail.

## The Lean statement and its proof

The finite type `n` labels the training data, and `K.PosDef` includes symmetry. `euclNorm` selects the Euclidean norm, since Lean's default norm on functions `n → ℝ` is the maximum norm. `residualNorm` is defined as the norm of data minus prediction. `Set.Ioi 0` is the range $v>0$, and `𝓝[>] 0` is the approach to zero from above.

```lean
import Mathlib

open Matrix Filter Topology

namespace GaussianProcessResidual

noncomputable section

variable {n : Type*} [Fintype n] [DecidableEq n] {K : Matrix n n ℝ} {v : ℝ}

/-- The Euclidean norm of a vector of training data. -/
def euclNorm (x : n → ℝ) : ℝ := ‖WithLp.toLp 2 x‖

/-- The regression weights `(K + v I)⁻¹ y` for kernel matrix `K`, data `y` and noise
variance `v`, meant for nonsingular `K + v I`. -/
def weights (K : Matrix n n ℝ) (y : n → ℝ) (v : ℝ) : n → ℝ :=
  (K + v • (1 : Matrix n n ℝ))⁻¹ *ᵥ y

/-- The norm of the training residual: data minus the predicted mean `K a` at the training
inputs, where `a` are the regression weights; meant for nonsingular `K + v I`. -/
def residualNorm (K : Matrix n n ℝ) (y : n → ℝ) (v : ℝ) : ℝ :=
  euclNorm (y - K *ᵥ weights K y v)

omit [DecidableEq n] in
/-- The squared Euclidean norm is the dot product of the vector with itself. -/
theorem euclNorm_sq (x : n → ℝ) : euclNorm x ^ 2 = x ⬝ᵥ x := by
  rw [euclNorm, EuclideanSpace.norm_sq_eq]
  exact Finset.sum_congr rfl (fun i _ => by simp [sq])

/-- For a positive semidefinite kernel matrix and positive noise variance, `K + v I` is
nonsingular. -/
theorem det_ne_zero (hK : K.PosSemidef) (hv : 0 < v) :
    (K + v • (1 : Matrix n n ℝ)).det ≠ 0 := by
  intro h
  obtain ⟨x, hx, h0⟩ := Matrix.exists_mulVec_eq_zero_iff.2 h
  have h1 := congrArg (fun z => x ⬝ᵥ z) h0
  simp only [Matrix.add_mulVec, Matrix.smul_mulVec, Matrix.one_mulVec, dotProduct_add,
    dotProduct_smul, smul_eq_mul, dotProduct_zero] at h1
  have h2 := hK.dotProduct_mulVec_nonneg x
  rw [star_trivial] at h2
  have h3 : 0 ≤ x ⬝ᵥ x := by rw [← euclNorm_sq]; exact sq_nonneg _
  have h4 : 0 < x ⬝ᵥ x := lt_of_le_of_ne h3 (Ne.symm (mt dotProduct_self_eq_zero.1 hx))
  linarith [mul_pos hv h4]

/-- For positive semidefinite `K` and `v > 0` the weights `a` solve the regression equation
`K a + v a = y`. -/
theorem weights_spec (hK : K.PosSemidef) (y : n → ℝ) (hv : 0 < v) :
    K *ᵥ weights K y v + v • weights K y v = y := by
  have h : (K + v • (1 : Matrix n n ℝ)) *ᵥ weights K y v = y := by
    rw [weights, Matrix.mulVec_mulVec,
      Matrix.mul_nonsing_inv _ (isUnit_iff_ne_zero.2 (det_ne_zero hK hv)), Matrix.one_mulVec]
  simpa only [Matrix.add_mulVec, Matrix.smul_mulVec, Matrix.one_mulVec] using h

/-- For positive semidefinite `K` and `v > 0` the norm of the training residual is the noise
variance times the norm of the weights, `v ‖(K + v I)⁻¹ y‖`. -/
theorem residualNorm_eq (hK : K.PosSemidef) (y : n → ℝ) (hv : 0 < v) :
    residualNorm K y v = v * euclNorm (weights K y v) := by
  have h : y - K *ᵥ weights K y v = v • weights K y v :=
    sub_eq_of_eq_add' (weights_spec hK y hv).symm
  rw [residualNorm, h, euclNorm, euclNorm, WithLp.toLp_smul, norm_smul,
    Real.norm_of_nonneg hv.le]

/-- If weights `z` reproduce the data exactly, `K z = y`, with `K` positive semidefinite, then
at noise variance `v > 0` the residual norm is at most `v ‖z‖`. -/
theorem residualNorm_le_of_interpolates (hK : K.PosSemidef) {y z : n → ℝ}
    (hz : K *ᵥ z = y) (hv : 0 < v) : residualNorm K y v ≤ v * euclNorm z := by
  rw [residualNorm_eq hK y hv]
  have ha := weights_spec hK y hv
  generalize weights K y v = a at ha ⊢
  have hd : K *ᵥ (z - a) = v • a := by
    rw [Matrix.mulVec_sub, hz]
    exact sub_eq_of_eq_add' ha.symm
  -- positivity of K on z - a gives a·a ≤ z·a
  have h := hK.dotProduct_mulVec_nonneg (z - a)
  rw [star_trivial, hd, dotProduct_smul, smul_eq_mul, sub_dotProduct] at h
  have h2 := (mul_nonneg_iff_of_pos_left hv).1 h
  have h3 : 0 ≤ (z - a) ⬝ᵥ (z - a) := by rw [← euclNorm_sq]; exact sq_nonneg _
  simp only [sub_dotProduct, dotProduct_sub, dotProduct_comm a z] at h3
  refine mul_le_mul_of_nonneg_left ((sq_le_sq₀ (norm_nonneg _) (norm_nonneg _)).1 ?_) hv.le
  change euclNorm a ^ 2 ≤ euclNorm z ^ 2
  rw [euclNorm_sq, euclNorm_sq]
  linarith

/-- For positive semidefinite `K` and `v > 0` the residual norm lies between
`‖y‖ - ‖K y‖ / v` and `‖y‖`. -/
theorem residualNorm_bounds (hK : K.PosSemidef) (y : n → ℝ) (hv : 0 < v) :
    euclNorm y - euclNorm (K *ᵥ y) / v ≤ residualNorm K y v ∧
      residualNorm K y v ≤ euclNorm y := by
  have hN : ∀ x : n → ℝ, 0 ≤ euclNorm x := fun x => norm_nonneg _
  rw [residualNorm_eq hK y hv]
  have ha := weights_spec hK y hv
  generalize weights K y v = a at ha ⊢
  have hup : v * euclNorm a ≤ euclNorm y := by
    refine (sq_le_sq₀ (mul_nonneg hv.le (hN a)) (hN y)).1 ?_
    have h1 := hK.dotProduct_mulVec_nonneg a
    rw [star_trivial] at h1
    have h2 : 0 ≤ (K *ᵥ a) ⬝ᵥ (K *ᵥ a) := by rw [← euclNorm_sq]; exact sq_nonneg _
    rw [mul_pow, euclNorm_sq, euclNorm_sq, ← ha]
    simp only [dotProduct_add, add_dotProduct, smul_dotProduct, dotProduct_smul, smul_eq_mul,
      dotProduct_comm (K *ᵥ a) a]
    nlinarith [mul_nonneg hv.le h1]
  refine ⟨?_, hup⟩
  -- Cauchy-Schwarz for the dot product
  have hcs : ∀ x z : n → ℝ, x ⬝ᵥ z ≤ euclNorm x * euclNorm z := fun x z => by
    refine (le_abs_self _).trans (abs_le_of_sq_le_sq ?_ (mul_nonneg (hN x) (hN z)))
    rw [mul_pow, euclNorm_sq, euclNorm_sq]
    simpa only [dotProduct, sq] using Finset.sum_mul_sq_le_sq_mul_sq Finset.univ x z
  have hT : Kᵀ = K :=
    (Matrix.conjTranspose_eq_transpose_of_trivial K).symm.trans hK.isHermitian.eq
  have hs : a ⬝ᵥ K *ᵥ y = (K *ᵥ a) ⬝ᵥ y := by
    rw [Matrix.dotProduct_mulVec, ← Matrix.mulVec_transpose, hT]
  have hy := congrArg (fun x => x ⬝ᵥ y) ha
  simp only [add_dotProduct, smul_dotProduct, smul_eq_mul] at hy
  rw [← hs, ← euclNorm_sq y] at hy
  have hq : 0 ≤ euclNorm (K *ᵥ y) / v := div_nonneg (hN _) hv.le
  rcases (hN y).eq_or_lt with h0 | hpos
  · linarith [mul_nonneg hv.le (hN a)]
  · have h5 : euclNorm a * euclNorm (K *ᵥ y)
        = v * euclNorm a * (euclNorm (K *ᵥ y) / v) := by field_simp
    have h6 := mul_le_mul_of_nonneg_right hup hq
    have h7 := mul_le_mul_of_nonneg_left (hcs a y) hv.le
    have h8 := hcs a (K *ᵥ y)
    rw [sub_le_iff_le_add]
    refine le_of_mul_le_mul_left ?_ hpos
    nlinarith

/-- For positive semidefinite `K` and data with `K y ≠ 0`, the residual norm is strictly
increasing in the noise variance `v > 0`. -/
theorem residualNorm_strictMonoOn (hK : K.PosSemidef) {y : n → ℝ} (hKy : K *ᵥ y ≠ 0) :
    StrictMonoOn (residualNorm K y) (Set.Ioi 0) := by
  intro v hv w hw hvw
  rw [Set.mem_Ioi] at hv hw
  rw [residualNorm_eq hK y hv, residualNorm_eq hK y hw]
  have ha := weights_spec hK y hv
  have hb := weights_spec hK y hw
  generalize weights K y v = a at ha ⊢
  generalize weights K y w = b at hb ⊢
  -- d is the change of the residual between the two noise levels
  obtain ⟨d, hd⟩ : ∃ d, d = K *ᵥ (a - b) := ⟨_, rfl⟩
  have hwb : w • b = d + v • a := by
    rw [hd, Matrix.mulVec_sub]
    linear_combination (norm := module) hb - ha
  have hwa : (w - v) • a = d + w • (a - b) := by
    linear_combination (norm := module) hwb
  have hd0 : d ≠ 0 := by
    intro h0
    have h1 : (w - v) • (K *ᵥ a) = 0 := by
      rw [← Matrix.mulVec_smul, hwa, h0, zero_add, Matrix.mulVec_smul, ← hd, h0, smul_zero]
    have h2 : K *ᵥ a = 0 := (smul_eq_zero.1 h1).resolve_left (sub_pos.2 hvw).ne'
    apply hKy
    rw [← ha, h2, zero_add, Matrix.mulVec_smul, h2, smul_zero]
  have hdd : 0 < d ⬝ᵥ d := by
    refine lt_of_le_of_ne ?_ (Ne.symm (mt dotProduct_self_eq_zero.1 hd0))
    rw [← euclNorm_sq]
    exact sq_nonneg _
  have hde := hK.dotProduct_mulVec_nonneg (a - b)
  rw [star_trivial, ← hd, dotProduct_comm] at hde
  -- the change has a positive overlap with the weights
  have h1 := congrArg (fun x => d ⬝ᵥ x) hwa
  simp only [dotProduct_add, dotProduct_smul, smul_eq_mul] at h1
  have hda : 0 < d ⬝ᵥ a := by
    refine (mul_pos_iff_of_pos_left (sub_pos.2 hvw)).1 ?_
    rw [h1]
    linarith [mul_nonneg hw.le hde]
  have h2 := congrArg (fun x => x ⬝ᵥ x) hwb
  simp only [dotProduct_add, add_dotProduct, smul_dotProduct, dotProduct_smul, smul_eq_mul,
    dotProduct_comm a d] at h2
  refine (sq_lt_sq₀ (mul_nonneg hv.le (norm_nonneg _)) (mul_nonneg hw.le (norm_nonneg _))).1 ?_
  change (v * euclNorm a) ^ 2 < (w * euclNorm b) ^ 2
  rw [mul_pow, mul_pow, euclNorm_sq, euclNorm_sq]
  nlinarith [mul_pos hv hda]

/-- For a positive definite kernel matrix and nonzero data, the training residual norm is
strictly increasing in the noise variance `v > 0`, tends to `0` as `v → 0` from above, and
tends to `‖y‖` as `v → ∞`. -/
theorem residualNorm_strictMono_and_limits (hK : K.PosDef) {y : n → ℝ} (hy : y ≠ 0) :
    StrictMonoOn (residualNorm K y) (Set.Ioi 0) ∧
      Tendsto (residualNorm K y) (𝓝[>] 0) (𝓝 0) ∧
      Tendsto (residualNorm K y) atTop (𝓝 (euclNorm y)) := by
  have hS := hK.posSemidef
  refine ⟨residualNorm_strictMonoOn hS ?_, ?_, ?_⟩
  · intro h
    have hp := hK.dotProduct_mulVec_pos hy
    rw [h, dotProduct_zero] at hp
    exact lt_irrefl _ hp
  · -- the noise-free weights K⁻¹ y interpolate the data
    have hz : K *ᵥ (K⁻¹ *ᵥ y) = y := by
      rw [Matrix.mulVec_mulVec, Matrix.mul_nonsing_inv _ (isUnit_iff_ne_zero.2 hK.det_pos.ne'),
        Matrix.one_mulVec]
    have hg : Tendsto (fun v : ℝ => v * euclNorm (K⁻¹ *ᵥ y)) (𝓝 0) (𝓝 0) :=
      Continuous.tendsto' (by fun_prop) _ _ (by simp)
    refine squeeze_zero' (Eventually.of_forall fun v => norm_nonneg _) ?_
      (hg.mono_left nhdsWithin_le_nhds)
    filter_upwards [self_mem_nhdsWithin] with v hv
    exact residualNorm_le_of_interpolates hS hz hv
  · have hl : Tendsto (fun v : ℝ => euclNorm y - euclNorm (K *ᵥ y) / v) atTop
        (𝓝 (euclNorm y)) := by
      have h0 : Tendsto (fun v : ℝ => euclNorm (K *ᵥ y) / v) atTop (𝓝 0) :=
        tendsto_const_nhds.div_atTop tendsto_id
      simpa only [sub_zero] using (tendsto_const_nhds (x := euclNorm y)).sub h0
    refine tendsto_of_tendsto_of_tendsto_of_le_of_le' hl tendsto_const_nhds ?_ ?_
    · filter_upwards [eventually_gt_atTop 0] with v hv
      exact (residualNorm_bounds hS y hv).1
    · filter_upwards [eventually_gt_atTop 0] with v hv
      exact (residualNorm_bounds hS y hv).2

/-- For a positive definite kernel matrix and a target `δ` with `0 < δ < ‖y‖`, exactly one noise
variance `v > 0` gives a training residual of norm `δ`. -/
theorem existsUnique_noise_of_residualNorm (hK : K.PosDef) {y : n → ℝ} {δ : ℝ}
    (h0 : 0 < δ) (h1 : δ < euclNorm y) : ∃! v : ℝ, 0 < v ∧ residualNorm K y v = δ := by
  have hy : y ≠ 0 := by
    rintro rfl
    have hz : euclNorm (0 : n → ℝ) = 0 := by simp [euclNorm]
    linarith
  obtain ⟨hmono, hzero, htop⟩ := residualNorm_strictMono_and_limits hK hy
  -- for `v > 0` the weights depend continuously on the noise variance, by Cramer's rule
  have hM : Continuous fun v : ℝ => K + v • (1 : Matrix n n ℝ) :=
    continuous_const.add (continuous_id.smul continuous_const)
  have hw : ContinuousOn (fun v => weights K y v) (Set.Ioi 0) := by
    simp only [weights, Matrix.inv_def, Ring.inverse_eq_inv', Matrix.smul_mulVec]
    exact (hM.matrix_det.continuousOn.inv₀ fun v hv => det_ne_zero hK.posSemidef hv).smul
      (hM.matrix_adjugate.matrix_mulVec continuous_const).continuousOn
  have hKw : ContinuousOn (fun v => y - K *ᵥ weights K y v) (Set.Ioi 0) :=
    continuousOn_const.sub
      ((Continuous.matrix_mulVec continuous_const continuous_id).comp_continuousOn hw)
  have hc : ContinuousOn (residualNorm K y) (Set.Ioi 0) :=
    ((PiLp.continuous_toLp 2 (fun _ : n => ℝ)).comp_continuousOn hKw).norm
  obtain ⟨a, ha, ha0⟩ := ((hzero.eventually_lt_const h0).and self_mem_nhdsWithin).exists
  obtain ⟨b, hb, hb0⟩ := ((htop.eventually_const_lt h1).and (eventually_gt_atTop 0)).exists
  obtain ⟨v, hv, hvδ⟩ := isPreconnected_Ioi.intermediate_value ha0 hb0 hc ⟨ha.le, hb.le⟩
  exact ⟨v, ⟨hv, hvδ⟩, fun w hw' => hmono.injOn hw'.1 hv (hw'.2.trans hvδ.symm)⟩

end

end GaussianProcessResidual
```

```lean
#print axioms GaussianProcessResidual.residualNorm_strictMono_and_limits
#print axioms GaussianProcessResidual.existsUnique_noise_of_residualNorm
```

```
'GaussianProcessResidual.residualNorm_strictMono_and_limits' depends on axioms: [propext, Classical.choice, Quot.sound]
'GaussianProcessResidual.existsUnique_noise_of_residualNorm' depends on axioms: [propext, Classical.choice, Quot.sound]
```

`det_ne_zero` and `weights_spec` establish the regression equation, and `residualNorm_eq` turns the residual into $v\|a\|$. After that, `generalize` replaces the inverse-matrix expression by a vector known only through its equation, as in the derivation above.

`residualNorm_strictMonoOn` compares the two noise levels. It needs only positive semidefinite $K$ and $Ky\ne0$; `hwb` and `hwa` are the two displayed vector equations, and `hda` is $d\cdot a>0$. `residualNorm_le_of_interpolates` and `residualNorm_bounds` supply the estimates for small and large noise, which `residualNorm_strictMono_and_limits` turns into limits by squeezing.

In `existsUnique_noise_of_residualNorm`, continuity comes from writing the inverse as adjugate over determinant. The limits provide the points `a` and `b`, here noise variances and not weights, between which the intermediate value theorem is applied.
